# Plane waves with distinct momentum numbers in the first Brillouin zone of a finite ring are orthogonal

On a ring of N ≥ 1 sites, the plane wave with integer momentum number k takes the value exp(2πikx/N) at site x. The theorem says that two such waves have zero inner product when their momentum numbers are different integers in the first Brillouin zone, which runs from −⌊N/2⌋ to N − ⌊N/2⌋ − 1. The waves are unnormalised, each with squared norm N; dividing each by √N would leave the zero overlap unchanged. The attempt first shows that two different numbers in the zone cannot agree modulo N, then writes each term of the inner product as a single additive character evaluated at x(l − k), and finally uses the vanishing of the character sum when l − k is nonzero modulo N.

The failing Lean file:

```lean
import Mathlib

open Real

namespace HalfFilledFluxRing

noncomputable section

/-- The plane wave `exp (2 π i k x / N)` on the ring. -/
def planeWave (N : ℕ) [NeZero N] (k : ℤ) : ZMod N → ℂ := fun x =>
  ZMod.stdAddChar ((k : ZMod N) * x)

/-- The `N` momentum numbers of the first Brillouin zone. -/
def zone (N : ℕ) : Finset ℤ := Finset.Ico (-((N : ℤ) / 2)) ((N : ℤ) - (N : ℤ) / 2)

/-- Plane waves with different momentum numbers in the Brillouin zone are orthogonal. -/
theorem planeWave_orthogonal (N : ℕ) [NeZero N] (k l : ℤ) (hk : k ∈ zone N) (hl : l ∈ zone N)
    (hkl : k ≠ l) : ∑ x, starRingEnd ℂ (planeWave N k x) * planeWave N l x = 0 := by
  have hN : (0 : ℤ) < N := by exact_mod_cast Nat.pos_of_ne_zero (NeZero.ne N)
  have hne : (l : ZMod N) ≠ k := by
    intro h
    rw [ZMod.intCast_eq_intCast_iff_dvd_sub] at h
    obtain ⟨c, hc⟩ := h
    simp only [zone, Finset.mem_Ico] at hk hl
    have b1 : k - l < N := by omega
    have b2 : -(N : ℤ) < k - l := by omega
    have c1 : c < 1 := by by_contra h; nlinarith
    have c2 : -1 < c := by by_contra h; nlinarith
    have c0 : c = 0 := by omega
    rw [c0, mul_zero] at hc
    omega
  have hterm : ∀ x : ZMod N, starRingEnd ℂ (planeWave N k x) * planeWave N l x
      = ZMod.stdAddChar (x * ((l : ZMod N) - k)) := by
    intro x
    simp only [planeWave]
    rw [← AddChar.map_neg_eq_conj, ← AddChar.map_add_eq_mul]
    congr 1
    ring
  rw [Finset.sum_congr rfl (fun x _ => hterm x),
    AddChar.sum_mulShift _ (ZMod.isPrimitive_stdAddChar N)]
  simp [sub_eq_zero, hne]

end

end HalfFilledFluxRing
```

Compiling this gives:

```
Main.lean:33:30: error(lean.synthInstanceFailed): failed to synthesize instance of type class
  HSub (ZMod N) ℤ ?m.169

Hint: Type class instance resolution failures can be inspected with the `set_option trace.Meta.synthInstance true` command.
Main.lean:18:82: error: unsolved goals
N : ℕ
inst✝ : NeZero N
k l : ℤ
hk : k ∈ zone N
hl : l ∈ zone N
hkl : k ≠ l
hN : 0 < ↑N
hne : ↑l ≠ ↑k
⊢ ∑ x, (starRingEnd ℂ) (planeWave N k x) * planeWave N l x = 0
```

Cause. The first message says that Lean found no subtraction taking an element of `ZMod N` and an integer. In the statement of `hterm`, `l` was cast to `ZMod N` but `k` was not, and Lean did not insert the missing cast. The expression is the argument of `ZMod.stdAddChar`, whose modulus is implicit and not yet fixed at that point. The expected type is therefore `ZMod` of an unknown modulus, which Lean cannot compare with `ZMod N` when deciding where to put casts. Writing `(k : ZMod N)` makes both operands elements of `ZMod N`, so the subtraction is well typed.

The second message is a consequence of the first: `hterm` was never established, and the main goal was left open.

The other two changes are tidying. In `hne`, Lean had already cast `k` by itself, as the `↑l ≠ ↑k` in the second message shows, and the repaired proof compiles without the positivity fact `hN`.

As a diff, the version that Lean accepts:

```diff
@@ -17,6 +17,5 @@
 theorem planeWave_orthogonal (N : ℕ) [NeZero N] (k l : ℤ) (hk : k ∈ zone N) (hl : l ∈ zone N)
     (hkl : k ≠ l) : ∑ x, starRingEnd ℂ (planeWave N k x) * planeWave N l x = 0 := by
-  have hN : (0 : ℤ) < N := by exact_mod_cast Nat.pos_of_ne_zero (NeZero.ne N)
-  have hne : (l : ZMod N) ≠ k := by
+  have hne : (l : ZMod N) ≠ (k : ZMod N) := by
     intro h
     rw [ZMod.intCast_eq_intCast_iff_dvd_sub] at h
@@ -31,5 +30,5 @@
     omega
   have hterm : ∀ x : ZMod N, starRingEnd ℂ (planeWave N k x) * planeWave N l x
-      = ZMod.stdAddChar (x * ((l : ZMod N) - k)) := by
+      = ZMod.stdAddChar (x * ((l : ZMod N) - (k : ZMod N))) := by
     intro x
     simp only [planeWave]
```
